# The second-order energy shift of a two-site polaron is asymptotic to −t²/(2Sw) at strong coupling

## One electron, two sites

Take one electron on two sites, each with a vibration of phonon energy w. Wherever the electron sits, the local vibration relaxes to a displaced equilibrium, which lowers the energy by Sw, where S is the Huang–Rhys factor. A hop of amplitude t takes the electron to the other site, but the vibrations are still arranged for the old one. Seen from the new equilibrium, they are in a displaced vacuum, which contains phonons.

A virtual hop that leaves one phonon behind has probability weight 2S exp(−2S) and costs the energy w. Going there and back therefore lowers the energy by (t²/w) 2S exp(−2S), which is exponentially small for large S. The total shift is much larger, because a typical hop leaves about 2S phonons. The weights add up to one and the typical cost is 2Sw, which suggests a shift of −t²/(2Sw).

## From Poisson weights to the limit

Both sites change their displacement in a hop, so the relative vibration is displaced by a = √(2S), measured as a coherent-state amplitude, and the mean phonon number is a² = 2S, not S. The amplitude for m phonons is

A_m = exp(−a²/2) aᵐ / √(m!).

These amplitudes satisfy √(m+1) A_{m+1} = a A_m, the eigenvalue relation of the annihilation operator. Their squares are Poisson weights, and

Σ_{m≥0} A_m² = exp(−a²) Σ_{m≥0} (a²)ᵐ/m! = 1.

The hop with m = 0 costs no energy and acts as direct hopping, with element t A_0 = t exp(−S). The others give the second-order shift

Δ = −Σ_{m≥1} (t A_m)²/(m w) = −(t²/w) exp(−2S) F(2S), where F(x) = Σ_{m≥1} xᵐ/(m m!).

For x ≥ 0 the series F converges, since its terms are at most xᵐ/m!.

Now let x > 0. From 1/m ≥ 1/(m+1) it follows that

x F(x) ≥ Σ_{m≥1} x^{m+1}/(m+1)! = eˣ − 1 − x.

For an upper bound, use

1/(m+1) + 3/((m+1)(m+2)) − 1/m = 2(m−1)/(m(m+1)(m+2)) ≥ 0.

Multiplying by x^{m+1}/m! and summing gives

x F(x) ≤ (eˣ − 1 − x) + (3/x)(eˣ − 1 − x − x²/2) ≤ (1 + 3/x) eˣ.

After multiplication by exp(−x), the two bounds read

1 − (1+x) exp(−x) ≤ x exp(−x) F(x) ≤ 1 + 3/x.

Both ends tend to 1 as x → ∞, and so does the middle. With x = 2S and t, w nonzero,

Δ / (−t²/(2Sw)) = 2S exp(−2S) F(2S) → 1.

Call this ratio R(S). The direct hopping element then compares with the shift as

t exp(−S)/Δ = −(2w/t) S exp(−S) / R(S) → 0.

In small-polaron theory this separates two scales: for this one-electron dimer in second order, the shift falls only as 1/S, while direct hopping falls exponentially. The shift is the same for both sites, so it does not by itself split the two levels.

## Amplitudes, series and shift in Lean

```lean
import Mathlib

open Filter Topology Finset

namespace StrongCouplingDimer

noncomputable section
```

In `overlap a n`, the index `n` is the phonon number m itself, and `a` is the displacement as a coherent-state amplitude, so that the mean phonon number is a².

```lean
/-- Amplitude of the `n`-phonon state in an oscillator vacuum displaced by `a`. -/
def overlap (a : ℝ) (n : ℕ) : ℝ :=
  Real.exp (-a ^ 2 / 2) * a ^ n / √(n.factorial : ℝ)
```

Lean's natural numbers start at zero, so the sums over m ≥ 1 are written with m = n + 1. The function F is called `phononSum`.

```lean
/-- The phonon series `∑ xⁿ / (n n!)` over `n ≥ 1`, written with `n + 1` in place of `n`. -/
def phononSum (x : ℝ) : ℝ :=
  ∑' n : ℕ, x ^ (n + 1) / (((n : ℝ) + 1) * ((n + 1).factorial : ℝ))
```

The shift is defined as the perturbative sum, with real parameters `t`, `w` and `S`. Physically w is positive and S is non-negative; the asymptotic theorems assume that `t` and `w` are nonzero, with no condition on their signs. No Hamiltonian appears: that this sum is the second-order term of the two-site electron–phonon problem is the physical input. How well second order approximates the exact energy is a separate question.

```lean
/-- Second-order energy shift of the dimer with hopping `t`, phonon energy `w ≠ 0` and
Huang-Rhys factor `S ≥ 0`: a sum over virtual hops that leave at least one phonon behind. -/
def dimerShift (t w S : ℝ) : ℝ :=
  -∑' n : ℕ, (t * overlap √(2 * S) (n + 1)) ^ 2 / (((n : ℝ) + 1) * w)
```

## The displaced vacuum

The first theorem is the eigenvalue relation in number-state components. Its proof splits √((n+1)!) into √(n+1) √(n!) and clears denominators.

```lean
/-- The displaced vacuum is an eigenvector of the phonon annihilation operator with
eigenvalue `a`, written in number-state components. -/
theorem overlap_annihilation (a : ℝ) (n : ℕ) :
    √((n : ℝ) + 1) * overlap a (n + 1) = a * overlap a n := by
  have h1 : √((n : ℝ) + 1) ≠ 0 := by positivity
  have h2 : √(n.factorial : ℝ) ≠ 0 := by positivity
  have h3 : √((n + 1).factorial : ℝ) = √((n : ℝ) + 1) * √(n.factorial : ℝ) := by
    rw [← Real.sqrt_mul (by positivity), Nat.factorial_succ]
    push_cast
    rfl
  unfold overlap
  rw [h3, mul_div_assoc', mul_div_assoc', div_eq_div_iff (mul_ne_zero h1 h2) h2]
  ring
```

Squaring the amplitude combines the two exponential factors and removes the square root of the factorial, leaving the Poisson weight.

```lean
/-- The phonon number in a displaced vacuum has Poisson weights with mean `a²`. -/
theorem overlap_sq (a : ℝ) (n : ℕ) :
    overlap a n ^ 2 = Real.exp (-a ^ 2) * (a ^ 2) ^ n / (n.factorial : ℝ) := by
  have h : Real.exp (-a ^ 2 / 2) ^ 2 = Real.exp (-a ^ 2) := by
    rw [sq, ← Real.exp_add]
    congr 1
    ring
  unfold overlap
  rw [div_pow, mul_pow, Real.sq_sqrt (by positivity), h, ← pow_mul, ← pow_mul, mul_comm n 2]
```

`HasSum f s` says that the series with terms `f` converges to `s`. For the exponential series the sum is eˣ, and multiplication by exp(−a²) then gives the normalisation.

```lean
/-- The exponential series. -/
theorem hasSum_expSeries (x : ℝ) :
    HasSum (fun n : ℕ => x ^ n / (n.factorial : ℝ)) (Real.exp x) := by
  rw [Real.exp_eq_exp_ℝ, NormedSpace.exp_eq_tsum_div]
  exact (Real.summable_pow_div_factorial x).hasSum

/-- The displaced vacuum is normalised: its phonon-number probabilities add up to one. -/
theorem hasSum_overlap_sq (a : ℝ) : HasSum (fun n => overlap a n ^ 2) 1 := by
  have h := (hasSum_expSeries (a ^ 2)).mul_left (Real.exp (-a ^ 2))
  rw [← Real.exp_add, neg_add_cancel, Real.exp_zero] at h
  simpa only [overlap_sq, mul_div_assoc] using h
```

## Convergence and the closed formula

The notation `∑'` gives zero for a divergent series, so convergence has to be established before the value of `phononSum` is used in estimates. The proof compares each term with the corresponding term of the exponential series, shifted by one.

```lean
/-- The phonon series converges for every `x ≥ 0`. -/
theorem summable_phonon {x : ℝ} (hx : 0 ≤ x) :
    Summable (fun n : ℕ => x ^ (n + 1) / (((n : ℝ) + 1) * ((n + 1).factorial : ℝ))) := by
  have hs : Summable (fun n : ℕ => x ^ (n + 1) / ((n + 1).factorial : ℝ)) :=
    (summable_nat_add_iff (f := fun n : ℕ => x ^ n / (n.factorial : ℝ)) 1).mpr
      (Real.summable_pow_div_factorial x)
  refine Summable.of_nonneg_of_le (fun n => by positivity) (fun n => ?_) hs
  have hF : (0 : ℝ) < ((n + 1).factorial : ℝ) := by positivity
  have hn : (0 : ℝ) ≤ n := Nat.cast_nonneg n
  exact div_le_div_of_nonneg_left (by positivity) hF (by nlinarith)
```

The closed formula for the shift is stated after multiplication by `w`. The proof moves the constant factors inside the sums and compares them term by term, using `overlap_sq` and (√(2S))² = 2S. This last identity is where S ≥ 0 enters.

```lean
/-- For `S ≥ 0` and `w ≠ 0` the second-order shift, multiplied by the phonon energy, is
`-t² exp(-2S)` times the phonon series at `2S`. -/
theorem dimerShift_eq (t : ℝ) {w S : ℝ} (hw : w ≠ 0) (hS : 0 ≤ S) :
    w * dimerShift t w S = -(t ^ 2 * Real.exp (-(2 * S)) * phononSum (2 * S)) := by
  unfold dimerShift phononSum
  rw [mul_neg, ← tsum_mul_left, ← tsum_mul_left]
  refine congrArg Neg.neg (tsum_congr fun n => ?_)
  rw [mul_pow, overlap_sq, Real.sq_sqrt (by positivity)]
  have hF : ((n + 1).factorial : ℝ) ≠ 0 := by positivity
  have hn : (n : ℝ) + 1 ≠ 0 := by positivity
  generalize Real.exp (-(2 * S)) = E
  generalize (2 * S) ^ (n + 1) = q
  field_simp
```

## Two bounds from termwise comparison

The theorem states both inequalities for every positive `x`, so it also limits the error that the asymptotic formula makes for the second-order shift at finite coupling. Inside the proof, `tail k` is the exponential series without its first `k` terms. `lower` and `upper` are the two estimates for x F(x), and `gap` is the identity behind the upper one. With `k` now standing for m − 1 and `F` for m!, its numerator contains 2k, which vanishes for one phonon. The final lines discard the subtracted polynomials where allowed and multiply by exp(−x).

```lean
/-- Explicit bounds at finite coupling `x > 0`: the scaled phonon series lies between
`1 - (1 + x) exp(-x)` and `1 + 3/x`. -/
theorem phononSum_bounds {x : ℝ} (hx : 0 < x) :
    1 - (1 + x) * Real.exp (-x) ≤ x * Real.exp (-x) * phononSum x ∧
      x * Real.exp (-x) * phononSum x ≤ 1 + 3 / x := by
  have tail (k : ℕ) : HasSum (fun n : ℕ => x ^ (n + k) / ((n + k).factorial : ℝ))
      (Real.exp x - ∑ i ∈ range k, x ^ i / (i.factorial : ℝ)) :=
    (hasSum_nat_add_iff' (f := fun n : ℕ => x ^ n / (n.factorial : ℝ)) k).mpr
      (hasSum_expSeries x)
  have hs := (summable_phonon hx.le).hasSum.mul_left x
  have f2 (n : ℕ) : ((n + 2).factorial : ℝ) = ((n : ℝ) + 2) * ((n + 1).factorial : ℝ) := by
    rw [show n + 2 = (n + 1) + 1 from rfl, Nat.factorial_succ]
    push_cast
    ring
  have f3 (n : ℕ) : ((n + 3).factorial : ℝ) = ((n : ℝ) + 3) * ((n + 2).factorial : ℝ) := by
    rw [show n + 3 = (n + 2) + 1 from rfl, Nat.factorial_succ]
    push_cast
    ring
  -- lower bound: 1/(n+1) is replaced by 1/(n+2)
  have lower : Real.exp x - ∑ i ∈ range 2, x ^ i / (i.factorial : ℝ) ≤ x * phononSum x := by
    refine hasSum_le (fun n => ?_) (tail 2) hs
    have hF : (0 : ℝ) < ((n + 1).factorial : ℝ) := by positivity
    rw [f2, show x ^ (n + 2) = x * x ^ (n + 1) by ring, ← mul_div_assoc]
    exact div_le_div_of_nonneg_left (by positivity) (by positivity) (by nlinarith)
  -- upper bound: 1/(n+1) is replaced by 1/(n+2) + 3/((n+2)(n+3))
  have upper : x * phononSum x ≤ (Real.exp x - ∑ i ∈ range 2, x ^ i / (i.factorial : ℝ)) +
      3 / x * (Real.exp x - ∑ i ∈ range 3, x ^ i / (i.factorial : ℝ)) := by
    refine hasSum_le (fun n => ?_) hs ((tail 2).add ((tail 3).mul_left (3 / x)))
    have hF : (0 : ℝ) < ((n + 1).factorial : ℝ) := by positivity
    have hq : 0 < x ^ (n + 1) := by positivity
    have hk : (0 : ℝ) ≤ n := Nat.cast_nonneg n
    rw [f3, f2, show x ^ (n + 2) = x * x ^ (n + 1) by ring,
      show x ^ (n + 3) = x ^ 2 * x ^ (n + 1) by ring]
    generalize x ^ (n + 1) = q at *
    generalize ((n + 1).factorial : ℝ) = F at *
    generalize (n : ℝ) = k at *
    have gap : x * q / ((k + 2) * F) + 3 / x * (x ^ 2 * q / ((k + 3) * ((k + 2) * F)))
        - x * (q / ((k + 1) * F)) = 2 * k * x * q / ((k + 1) * (k + 2) * (k + 3) * F) := by
      field_simp
      ring
    have pos : 0 ≤ 2 * k * x * q / ((k + 1) * (k + 2) * (k + 3) * F) := by positivity
    linarith
  have s2 : ∑ i ∈ range 2, x ^ i / (i.factorial : ℝ) = 1 + x := by
    norm_num [Finset.sum_range_succ]
  have s3 : 0 ≤ ∑ i ∈ range 3, x ^ i / (i.factorial : ℝ) :=
    Finset.sum_nonneg fun i _ => by positivity
  rw [s2] at lower upper
  have hE : Real.exp (-x) * Real.exp x = 1 := by
    rw [← Real.exp_add, neg_add_cancel, Real.exp_zero]
  have hp := Real.exp_pos (-x)
  have upper' : x * phononSum x ≤ (1 + 3 / x) * Real.exp x := by
    have := mul_nonneg (by positivity : 0 ≤ 3 / x) s3
    linarith
  constructor
  · have := mul_le_mul_of_nonneg_left lower hp.le
    linarith
  · have := mul_le_mul_of_nonneg_left upper' hp.le
    linear_combination this + (1 + 3 / x) * hE
```

The device that carries both estimates is Mathlib's `hasSum_le`. It takes a termwise inequality between two series, together with a `HasSum` statement for each, and returns the inequality between their sums. An estimate for an infinite series is thereby reduced to algebra for a single `n`. The known sums come from `hasSum_nat_add_iff'`, which removes finitely many initial terms from a series and subtracts them from its value. This is why eˣ − 1 − x appears without any separate calculation of a remainder.

The condition x > 0 can't be weakened to x ≠ 0. At x = −1,

x F(x) = 1 − 1/4 + 1/18 − …

is an alternating series with decreasing terms, so it is positive, and x exp(−x) F(x) is positive too. The proposed upper bound 1 + 3/x equals −2, and the inequality fails.

## The strong-coupling limit

`Tendsto … atTop (𝓝 1)` means convergence to 1 as the real variable grows without bound. The limits `lo` and `up` treat the two ends of the estimate, and the squeeze theorem needs the inequalities only for sufficiently large `x`, here for x > 0.

```lean
/-- As `x` tends to infinity, `x exp(-x) ∑ xⁿ / (n n!)`, summed over `n ≥ 1`, tends to one. -/
theorem tendsto_phononSum :
    Tendsto (fun x : ℝ => x * Real.exp (-x) * phononSum x) atTop (𝓝 1) := by
  have h0 := Real.tendsto_pow_mul_exp_neg_atTop_nhds_zero 0
  have h1 := Real.tendsto_pow_mul_exp_neg_atTop_nhds_zero 1
  have lo : Tendsto (fun x : ℝ => 1 - (1 + x) * Real.exp (-x)) atTop (𝓝 1) := by
    have h := (h0.add h1).const_sub 1
    rw [add_zero, sub_zero] at h
    exact h.congr fun x => by ring
  have up : Tendsto (fun x : ℝ => 1 + 3 / x) atTop (𝓝 1) := by
    have h : Tendsto (fun x : ℝ => 3 / x) atTop (𝓝 0) :=
      tendsto_const_nhds.div_atTop tendsto_id
    simpa using h.const_add 1
  refine tendsto_of_tendsto_of_tendsto_of_le_of_le' lo up ?_ ?_
  · filter_upwards [eventually_gt_atTop 0] with x hx using (phononSum_bounds hx).1
  · filter_upwards [eventually_gt_atTop 0] with x hx using (phononSum_bounds hx).2
```

For the shift, the limit is composed with S ↦ 2S. The equation `e` recovers the shift from the closed formula by dividing by `w`, and algebra identifies the ratio with the scaled phonon series for S > 0. The values of `t` and `w` stay fixed as S grows.

```lean
/-- At strong coupling the second-order dimer shift is asymptotic to `-t²/(2Sw)`: for nonzero
`t` and `w` their ratio tends to one as `S` tends to infinity. -/
theorem dimerShift_asymptotic {t w : ℝ} (ht : t ≠ 0) (hw : w ≠ 0) :
    Tendsto (fun S : ℝ => dimerShift t w S / (-(t ^ 2 / (2 * S * w)))) atTop (𝓝 1) := by
  have h2 : Tendsto (fun S : ℝ => 2 * S) atTop atTop :=
    tendsto_id.const_mul_atTop two_pos
  refine (tendsto_phononSum.comp h2).congr' ?_
  filter_upwards [eventually_gt_atTop 0] with S hS
  have e : dimerShift t w S = -(t ^ 2 * Real.exp (-(2 * S)) * phononSum (2 * S)) / w := by
    rw [eq_div_iff hw, mul_comm]
    exact dimerShift_eq t hw hS.le
  rw [e, Function.comp_apply]
  generalize Real.exp (-(2 * S)) = E
  generalize phononSum (2 * S) = P
  field_simp
```

The proof of the last theorem divides the limit of −(2w/t) S exp(−S), which is zero, by the limit of the ratio in `dimerShift_asymptotic`, which is one. It then evaluates the zero-phonon overlap as exp(−S), and the common factor −t²/(2Sw) cancels, leaving the direct hopping element divided by the shift.

```lean
/-- For nonzero `t` and `w`, the zero-phonon hopping element becomes negligible compared with
the second-order shift as `S` tends to infinity. -/
theorem hopping_negligible {t w : ℝ} (ht : t ≠ 0) (hw : w ≠ 0) :
    Tendsto (fun S : ℝ => t * overlap √(2 * S) 0 / dimerShift t w S) atTop (𝓝 0) := by
  have h1 := (Real.tendsto_pow_mul_exp_neg_atTop_nhds_zero 1).const_mul (-(2 * w / t))
  have h := h1.div (dimerShift_asymptotic ht hw) one_ne_zero
  rw [mul_zero, zero_div] at h
  refine h.congr' ?_
  filter_upwards [eventually_gt_atTop 0] with S hS
  have ho : overlap √(2 * S) 0 = Real.exp (-S) := by
    unfold overlap
    rw [Real.sq_sqrt (by positivity), show -(2 * S) / 2 = -S by ring]
    simp
  have hc : -(t ^ 2 / (2 * S * w)) ≠ 0 :=
    neg_ne_zero.mpr (div_ne_zero (pow_ne_zero 2 ht) (mul_ne_zero (by positivity) hw))
  have hn : -(2 * w / t) * (S ^ 1 * Real.exp (-S)) =
      t * Real.exp (-S) / (-(t ^ 2 / (2 * S * w))) := by
    rw [eq_div_iff hc]
    generalize Real.exp (-S) = E
    field_simp
  rw [ho, Pi.div_apply, hn, div_div_div_cancel_right₀ hc]

end

end StrongCouplingDimer
```

```lean
#print axioms StrongCouplingDimer.overlap_annihilation
-- 'StrongCouplingDimer.overlap_annihilation' depends on axioms: [propext, Classical.choice, Quot.sound]
#print axioms StrongCouplingDimer.hasSum_overlap_sq
-- 'StrongCouplingDimer.hasSum_overlap_sq' depends on axioms: [propext, Classical.choice, Quot.sound]
#print axioms StrongCouplingDimer.dimerShift_asymptotic
-- 'StrongCouplingDimer.dimerShift_asymptotic' depends on axioms: [propext, Classical.choice, Quot.sound]
#print axioms StrongCouplingDimer.hopping_negligible
-- 'StrongCouplingDimer.hopping_negligible' depends on axioms: [propext, Classical.choice, Quot.sound]
```
